# The free-particle flux-flux function integrates to \(kT/h\) over positive times

When a quantum rate is computed from a flux-flux correlation function, the function is integrated over time and the integral is stopped once its running value has levelled off. A program that does this can be tested on a single free particle in one dimension, where both the running value and its limit have closed forms. With inverse temperature \(\beta=1/kT\), \(h=2\pi\hbar\) and \(a=\beta\hbar/2\), the correlation function through the surface \(x=0\), with the Boltzmann operator split equally between the two propagators and without division by a partition function, is

\[
C(t)=\frac{kT}{h}\,\frac{a^2}{(t^2+a^2)^{3/2}},\qquad \int_0^\infty C(t)\,dt=\frac{kT}{h}=\frac{1}{2\pi\hbar\beta}.
\]

## From the trace to a Gaussian kernel

Let \(m\) be the mass, \(p\) the momentum operator and \(H=p^2/2m\). The flux operator is \(F=(p\,\delta(x)+\delta(x)\,p)/(2m)\), and

\[
C(t)=\mathrm{Tr}[F A^\dagger F A],\qquad A=e^{-iH\tau/\hbar},\qquad \tau=t-ia .
\]

The operator \(A\) combines evolution for time \(t\) with \(e^{-\beta H/2}\), which is half a Boltzmann factor in the sense that its square is \(e^{-\beta H}\). Between two wavefunctions,

\[
\langle\phi|F|\psi\rangle=\frac{\hbar}{2mi}\left[\phi^*\psi'-(\phi^*)'\psi\right]_{x=0}.
\]

Inserting this form twice in the trace gives four terms, which are two complex-conjugate pairs. With \(K(x,y)=\langle x|A|y\rangle\), subscripts for partial derivatives, and everything evaluated at \(x=y=0\),

\[
C=2\left(\frac{\hbar}{2m}\right)^2\mathrm{Re}\left[K^*K_{xy}-K_xK_y^*\right].
\]

The free kernel is a Gaussian, \(K=P\,e^{c(x-y)^2}\), with

\[
P=\left(\frac{m}{2\pi i\hbar\tau}\right)^{1/2},\qquad c=\frac{im}{2\hbar\tau}.
\]

At the origin \(K_x=K_y=0\) and \(K_{xy}=-2cP\), so

\[
C=2\left(\frac{\hbar}{2m}\right)^2|P|^2(-2\,\mathrm{Re}\,c).
\]

Write \(s=|\tau|=\sqrt{t^2+a^2}\). Then \(|P|^2=m/(2\pi\hbar s)\). Since \(1/\tau=(t+ia)/s^2\), we also have \(\mathrm{Re}\,c=-ma/(2\hbar s^2)\). Therefore

\[
C=\frac{\hbar^2}{2m^2}\cdot\frac{m}{2\pi\hbar s}\cdot\frac{ma}{\hbar s^2}=\frac{a}{4\pi s^3}=\frac{1}{2\pi\hbar\beta}\,\frac{a^2}{s^3},
\]

where the last step uses \(4\pi a=2\pi\hbar\beta\). The mass has cancelled.

## The running integral and its limit

Because \(ds/dt=t/s\),

\[
\frac{d}{dt}\frac{t}{s}=\frac{s-t^2/s}{s^2}=\frac{s^2-t^2}{s^3}=\frac{a^2}{s^3}.
\]

The function \(t/s\) is zero at \(t=0\). For \(t>0\) it equals \(1/\sqrt{1+(a/t)^2}\), which tends to 1. Hence

\[
\int_0^t C(u)\,du=\frac{kT}{h}\,\frac{t}{\sqrt{t^2+a^2}}\;\longrightarrow\;\frac{kT}{h}.
\]

The limit agrees with the energy integral \(\frac{1}{2\pi\hbar}\int_0^\infty e^{-\beta E}\,dE\) for a particle transmitted with probability one at every energy \(E\).

For numbers, take \(\hbar=1\) and \(\beta=2\), so that \(a=1\) and \(kT/h=1/(4\pi)\approx0.0796\). At \(t=3/4\) we have \(s=5/4\), and the running integral is \(0.6\) of its limit, about \(0.0477\). At \(t=24/7\) we have \(s=25/7\), and the fraction is \(0.96\), so stopping there loses 4% of the rate factor.

## Kernel and correlation function in Lean

```lean
import Mathlib

open MeasureTheory Filter Set
open scoped Real Topology ComplexConjugate

namespace FreeParticleFluxFlux

noncomputable section
```

The thermal time is the length \(a\) of the imaginary part of \(\tau\).

```lean
/-- The thermal time `βħ/2`. -/
def thermalTime (hbar β : ℝ) : ℝ := β * hbar / 2
```

The complex time is given by its real and imaginary parts, \(t\) and \(-a\).

```lean
/-- The complex time `t - iβħ/2`, which joins real-time evolution to half a Boltzmann factor. -/
def complexTime (hbar β t : ℝ) : ℂ := ⟨t, -thermalTime hbar β⟩
```

The free kernel is entered as a formula; it is not obtained from the Schrödinger equation. The power `(2⁻¹ : ℂ)` is the principal square root. The choice of branch has no effect on \(C\), which contains only \(|P|^2\).

```lean
/-- The free-particle propagator between `y` and `x` at the complex time `t - iβħ/2`. -/
def thermalPropagator (hbar m β t x y : ℝ) : ℂ :=
  ((m : ℂ) / (2 * (π : ℂ) * Complex.I * (hbar : ℂ) * complexTime hbar β t)) ^ (2⁻¹ : ℂ) *
    Complex.exp (Complex.I * (m : ℂ) * ((x : ℂ) - (y : ℂ)) ^ 2 /
      (2 * (hbar : ℂ) * complexTime hbar β t))
```

The correlation function is defined for any kernel `K` by the derivative formula above. The operators and the trace do not appear as Lean objects, so the passage from \(\mathrm{Tr}[FA^\dagger FA]\) to this expression rests on the derivation by hand. The nested `deriv` is \(K_{xy}\), with the \(y\) derivative taken first.

```lean
/-- The flux-flux correlation `Tr[F A† F A]` through the surface `x = 0`, written with the
kernel `K` of `A` and its derivatives at the surface. -/
def fluxFlux (hbar m : ℝ) (K : ℝ → ℝ → ℂ) : ℝ :=
  (hbar / (2 * m)) ^ 2 * 2 *
    (conj (K 0 0) * deriv (fun x : ℝ => deriv (fun y : ℝ => K x y) 0) 0 -
      deriv (fun x : ℝ => K x 0) 0 * conj (deriv (fun y : ℝ => K 0 y) 0)).re
```

## Derivatives of the Gaussian at the surface

The next two lemmas differentiate \(P\,e^{c(x-y)^2}\) with respect to the final position \(x\) and the initial position \(y\). Each applies the chain rule to a complex variable and then restricts it to real values with `comp_ofReal`.

```lean
/-- The derivative of a Gaussian kernel with respect to its final position. -/
theorem gaussian_left (P c : ℂ) (x y : ℝ) :
    HasDerivAt (fun x : ℝ => P * Complex.exp (c * ((x : ℂ) - (y : ℂ)) ^ 2))
      (P * Complex.exp (c * ((x : ℂ) - (y : ℂ)) ^ 2) * (2 * c * ((x : ℂ) - (y : ℂ)))) x := by
  have h := (((((hasDerivAt_id' (x : ℂ)).sub_const (y : ℂ)).fun_pow 2).const_mul c).cexp).const_mul P
  refine h.comp_ofReal.congr_deriv ?_
  simp only [Nat.cast_ofNat, Nat.reduceSub, pow_one]
  ring

/-- The derivative of a Gaussian kernel with respect to its initial position. -/
theorem gaussian_right (P c : ℂ) (x y : ℝ) :
    HasDerivAt (fun y : ℝ => P * Complex.exp (c * ((x : ℂ) - (y : ℂ)) ^ 2))
      (P * Complex.exp (c * ((x : ℂ) - (y : ℂ)) ^ 2) * (-2 * c * ((x : ℂ) - (y : ℂ)))) y := by
  have h := (((((hasDerivAt_id' (y : ℂ)).const_sub (x : ℂ)).fun_pow 2).const_mul c).cexp).const_mul P
  refine h.comp_ofReal.congr_deriv ?_
  simp only [Nat.cast_ofNat, Nat.reduceSub, pow_one]
  ring
```

With these, the correlation function of any Gaussian kernel can be evaluated, for arbitrary complex `P` and `c`. In the proof, `h1` gives the \(y\) derivative at \(y=0\) for every \(x\), and `h2` shows that \(K_x\) vanishes at the origin. The product rule in `h3` then gives \(K_{xy}=-2cP\), and `h4` takes the real part of \(P^*K_{xy}\). `Complex.normSq P` is \(|P|^2\).

```lean
/-- The flux-flux correlation of a Gaussian kernel `P exp(c (x - y)²)` in terms of `|P|²` and
the real part of `c`. -/
theorem fluxFlux_gaussian (hbar m : ℝ) (P c : ℂ) :
    fluxFlux hbar m (fun x y => P * Complex.exp (c * ((x : ℂ) - (y : ℂ)) ^ 2)) =
      (hbar / (2 * m)) ^ 2 * 2 * (Complex.normSq P * (-2 * c.re)) := by
  have h1 : ∀ x : ℝ, deriv (fun y : ℝ => P * Complex.exp (c * ((x : ℂ) - (y : ℂ)) ^ 2)) 0 =
      P * Complex.exp (c * ((x : ℂ) - ((0 : ℝ) : ℂ)) ^ 2) *
        (-2 * c * ((x : ℂ) - ((0 : ℝ) : ℂ))) := fun x => (gaussian_right P c x 0).deriv
  -- the first derivative vanishes at the surface
  have h2 : deriv (fun x : ℝ => P * Complex.exp (c * ((x : ℂ) - ((0 : ℝ) : ℂ)) ^ 2)) 0 = 0 := by
    rw [(gaussian_left P c 0 0).deriv]
    simp
  have hl : HasDerivAt (fun x : ℝ => -2 * c * ((x : ℂ) - ((0 : ℝ) : ℂ))) (-2 * c) 0 :=
    (((hasDerivAt_id' ((0 : ℝ) : ℂ)).sub_const ((0 : ℝ) : ℂ)).const_mul
      (-2 * c)).comp_ofReal.congr_deriv (mul_one _)
  -- the mixed derivative at the surface is `-2cP`
  have h3 : deriv (fun x : ℝ => P * Complex.exp (c * ((x : ℂ) - ((0 : ℝ) : ℂ)) ^ 2) *
      (-2 * c * ((x : ℂ) - ((0 : ℝ) : ℂ)))) 0 = P * (-2 * c) := by
    rw [((gaussian_left P c 0 0).fun_mul hl).deriv]
    simp
  have h4 : (conj P * (P * (-2 * c))).re = Complex.normSq P * (-2 * c.re) := by
    rw [← mul_assoc, ← Complex.normSq_eq_conj_mul_self, Complex.re_ofReal_mul]
    simp
  unfold fluxFlux
  simp only [h1, h2, h3]
  rw [← h4]
  simp
```

## The closed form at complex time

The theorem `free_fluxFlux` holds for positive \(\hbar\), \(m\) and \(\beta\) and for every real \(t\), including negative times. The power \(3/2\) is written as the cube of a square root, and \(kT/h\) as `1 / (2 * π * hbar * β)`.

The proof follows the calculation by hand. `hτ` identifies \(|\tau|\) with \(s\), and `hK` puts the propagator into Gaussian form. For `hP`, squaring the square root returns its argument, so \(|P|^2\) is the modulus of \(m/(2\pi i\hbar\tau)\). `hc` computes \(\mathrm{Re}\,c\). The square root is then replaced by a single positive symbol `s`, and `field_simp` completes the cancellation.

```lean
/-- The free-particle flux-flux correlation function is `(kT/h) a²/(t² + a²)^(3/2)`
with `a = βħ/2` and `kT/h = 1/(2πħβ)`. -/
theorem free_fluxFlux {hbar m β : ℝ} (hh : 0 < hbar) (hm : 0 < m) (hβ : 0 < β) (t : ℝ) :
    fluxFlux hbar m (thermalPropagator hbar m β t) =
      1 / (2 * π * hbar * β) *
        (thermalTime hbar β ^ 2 / √(t ^ 2 + thermalTime hbar β ^ 2) ^ 3) := by
  have ha : 0 < thermalTime hbar β := by unfold thermalTime; positivity
  have hs : 0 < √(t ^ 2 + thermalTime hbar β ^ 2) := Real.sqrt_pos.mpr (by positivity)
  have hN : Complex.normSq (complexTime hbar β t) = √(t ^ 2 + thermalTime hbar β ^ 2) ^ 2 := by
    rw [Real.sq_sqrt (by positivity), Complex.normSq_apply]
    simp only [complexTime]
    ring
  have hτ : ‖complexTime hbar β t‖ = √(t ^ 2 + thermalTime hbar β ^ 2) := by
    rw [← Real.sqrt_sq (norm_nonneg (complexTime hbar β t)), Complex.sq_norm, hN,
      Real.sqrt_sq hs.le]
  have hK : thermalPropagator hbar m β t = fun x y : ℝ =>
      ((m : ℂ) / (2 * (π : ℂ) * Complex.I * (hbar : ℂ) * complexTime hbar β t)) ^ (2⁻¹ : ℂ) *
      Complex.exp ((((m / (2 * hbar) : ℝ) : ℂ) * (Complex.I * (complexTime hbar β t)⁻¹)) *
        ((x : ℂ) - (y : ℂ)) ^ 2) := by
    funext x y
    unfold thermalPropagator
    congr 2
    push_cast
    ring
  -- squared modulus of the prefactor
  have hP : Complex.normSq (((m : ℂ) / (2 * (π : ℂ) * Complex.I * (hbar : ℂ) *
      complexTime hbar β t)) ^ (2⁻¹ : ℂ)) =
      m / (2 * π * hbar * √(t ^ 2 + thermalTime hbar β ^ 2)) := by
    have hsq : ∀ z : ℂ, (z ^ (2⁻¹ : ℂ)) ^ 2 = z := fun z => by
      exact_mod_cast Complex.cpow_nat_inv_pow z two_ne_zero
    rw [Complex.normSq_eq_norm_sq, ← norm_pow, hsq]
    simp [hτ, abs_of_pos hm, abs_of_pos hh, abs_of_pos Real.pi_pos]
  -- real part of the Gaussian exponent
  have hc : (((m / (2 * hbar) : ℝ) : ℂ) * (Complex.I * (complexTime hbar β t)⁻¹)).re =
      m / (2 * hbar) * -(thermalTime hbar β / √(t ^ 2 + thermalTime hbar β ^ 2) ^ 2) := by
    rw [Complex.re_ofReal_mul, Complex.I_mul_re, Complex.inv_im, hN]
    simp only [complexTime, neg_neg]
  rw [hK, fluxFlux_gaussian, hP, hc]
  clear hK hP hc hN hτ
  generalize √(t ^ 2 + thermalTime hbar β ^ 2) = s at *
  have hπ := Real.pi_pos
  simp only [thermalTime]
  field_simp
```

## Integration over time

The derivative of \(t/s\) is proved for every \(a>0\). The quotient rule leaves an algebraic identity, `key`, which follows from \(a^2=s^2-t^2\).

```lean
/-- For `a > 0`, the function `t/√(t² + a²)` has derivative `a²/(t² + a²)^(3/2)`. -/
theorem hasDerivAt_running {a : ℝ} (ha : 0 < a) (t : ℝ) :
    HasDerivAt (fun t : ℝ => t / √(t ^ 2 + a ^ 2)) (a ^ 2 / √(t ^ 2 + a ^ 2) ^ 3) t := by
  have hp : 0 < t ^ 2 + a ^ 2 := by positivity
  have hs : HasDerivAt (fun t : ℝ => √(t ^ 2 + a ^ 2)) (t / √(t ^ 2 + a ^ 2)) t := by
    refine (((hasDerivAt_pow 2 t).add_const (a ^ 2)).sqrt hp.ne').congr_deriv ?_
    simp only [Nat.cast_ofNat, Nat.reduceSub, pow_one]
    exact mul_div_mul_left _ _ two_ne_zero
  have key : ∀ s : ℝ, 0 < s → s ^ 2 = t ^ 2 + a ^ 2 →
      (1 * s - t * (t / s)) / s ^ 2 = a ^ 2 / s ^ 3 := by
    intro s h0 h
    have h' : a ^ 2 = s ^ 2 - t ^ 2 := by linarith
    rw [h']
    field_simp
  exact ((hasDerivAt_id' t).fun_div hs (Real.sqrt_pos.mpr hp).ne').congr_deriv
    (key _ (Real.sqrt_pos.mpr hp) (Real.sq_sqrt hp.le))
```

For the limit, the function is rewritten as \(1/\sqrt{1+(a/t)^2}\). This is valid for \(t>0\), which is enough for a statement about large \(t\).

```lean
/-- The function `t/√(t² + a²)` tends to one at long times. -/
theorem tendsto_running (a : ℝ) :
    Tendsto (fun t : ℝ => t / √(t ^ 2 + a ^ 2)) atTop (𝓝 1) := by
  have h0 : Tendsto (fun t : ℝ => a / t) atTop (𝓝 0) := tendsto_const_nhds.div_atTop tendsto_id
  have h1 : Tendsto (fun t : ℝ => (√(1 + (a / t) ^ 2))⁻¹) atTop (𝓝 1) := by
    have h := ((h0.pow 2).const_add 1).sqrt.inv₀ (by norm_num)
    simpa using h
  refine h1.congr' ?_
  filter_upwards [eventually_gt_atTop (0 : ℝ)] with t ht
  have h : t ^ 2 + a ^ 2 = t ^ 2 * (1 + (a / t) ^ 2) := by field_simp
  rw [h, Real.sqrt_mul (sq_nonneg t), Real.sqrt_sq ht.le, div_mul_eq_div_div,
    div_self ht.ne', one_div]
```

The running integral follows from the fundamental theorem of calculus. The closed form is substituted for the correlation function, and its continuity, `hc`, supplies integrability on the finite interval.

```lean
/-- The free-particle flux-flux correlation function integrated from zero to a finite time `t`
equals `(kT/h) t/√(t² + a²)`, with `a = βħ/2`. -/
theorem running_rate {hbar m β : ℝ} (hh : 0 < hbar) (hm : 0 < m) (hβ : 0 < β) (t : ℝ) :
    ∫ u in (0 : ℝ)..t, fluxFlux hbar m (thermalPropagator hbar m β u) =
      1 / (2 * π * hbar * β) * (t / √(t ^ 2 + thermalTime hbar β ^ 2)) := by
  have ha : 0 < thermalTime hbar β := by unfold thermalTime; positivity
  have hc : Continuous (fun u : ℝ =>
      thermalTime hbar β ^ 2 / √(u ^ 2 + thermalTime hbar β ^ 2) ^ 3) :=
    Continuous.div (by fun_prop) (by fun_prop)
      (fun u => (pow_pos (Real.sqrt_pos.mpr (by positivity)) 3).ne')
  simp_rw [free_fluxFlux hh hm hβ]
  rw [intervalIntegral.integral_const_mul, intervalIntegral.integral_eq_sub_of_hasDerivAt
    (fun u _ => hasDerivAt_running ha u) (hc.intervalIntegrable 0 t), zero_div, sub_zero]
```

The last theorem integrates over the half-line `Ioi 0`, that is \(t>0\). Since the derivative of \(t/s\) is nonnegative and \(t/s\) has a finite limit, the integral is the limit minus the starting value, \(1-0\). The mass appears on the left-hand side of the statement but not on the right.

```lean
/-- The free-particle flux-flux correlation function integrated over all positive times equals
`kT/h = 1/(2πħβ)`. -/
theorem free_particle_rate {hbar m β : ℝ} (hh : 0 < hbar) (hm : 0 < m) (hβ : 0 < β) :
    ∫ t in Ioi (0 : ℝ), fluxFlux hbar m (thermalPropagator hbar m β t) =
      1 / (2 * π * hbar * β) := by
  have ha : 0 < thermalTime hbar β := by unfold thermalTime; positivity
  simp_rw [free_fluxFlux hh hm hβ]
  -- the antiderivative rises from zero to one
  rw [integral_const_mul, integral_Ioi_of_hasDerivAt_of_nonneg'
    (fun t _ => hasDerivAt_running ha t) (fun t _ => by positivity)
    (tendsto_running (thermalTime hbar β)), zero_div, sub_zero, mul_one]

end

end FreeParticleFluxFlux
```

```lean
#print axioms FreeParticleFluxFlux.running_rate
-- 'FreeParticleFluxFlux.running_rate' depends on axioms: [propext, Classical.choice, Quot.sound]
#print axioms FreeParticleFluxFlux.free_particle_rate
-- 'FreeParticleFluxFlux.free_particle_rate' depends on axioms: [propext, Classical.choice, Quot.sound]
```

The result covers one free particle in one dimension, with the dividing surface at the origin. With a barrier the kernel is in general no longer a Gaussian in \(x-y\), and neither the closed form nor the value \(kT/h\) carries over. Reading the integral as a rate factor, the rate constant times the reactant partition function, is the physical interpretation given to it here; the theorem itself supplies the value of the integral.
